# Flux quantization for U(1) link phases on a periodic lattice

Let L and M be positive integers. The sites are pairs (x, y) with x in Z/L and y in Z/M, so that x + 1 and y + 1 wrap around at the edges. A link field consists of unit-modulus complex numbers: ux(x, y) on the link from (x, y) to (x + 1, y), and uy(x, y) on the link from (x, y) to (x, y + 1). Traversing a link backwards gives the inverse phase. In a tight-binding model these are the Peierls phases of the hoppings, with the charge and ħ absorbed into them.

```lean
import Mathlib

open scoped Real

namespace LatticeTorusFlux

noncomputable section
```

In Lean the coordinates live in `ZMod L` and `ZMod M`, whose addition supplies the periodic neighbours, and the phases live in `Circle`, the group of complex numbers of modulus one.

```lean
/-- A field of unit-modulus link phases on the periodic `L × M` lattice: `ux x y` sits on the link
from `(x, y)` to `(x + 1, y)`, and `uy x y` on the link from `(x, y)` to `(x, y + 1)`. -/
structure LinkField (L M : ℕ) where
  ux : ZMod L → ZMod M → Circle
  uy : ZMod L → ZMod M → Circle
```

The plaquette phase P(x, y) is collected counterclockwise around the unit cell with lower left corner (x, y):

P(x, y) = ux(x, y) · uy(x + 1, y) · ux(x, y + 1)⁻¹ · uy(x, y)⁻¹

It is the Aharonov–Bohm phase of the flux through that cell. The flux itself is thereby fixed only modulo one flux quantum, which is the flux that gives a phase of 2π (h/e in magnitude for electrons).

```lean
/-- The phase collected counterclockwise around the unit cell with lower left corner `(x, y)`. -/
def plaquette {L M : ℕ} (U : LinkField L M) (x : ZMod L) (y : ZMod M) : Circle :=
  U.ux x y * U.uy (x + 1) y * (U.ux x (y + 1))⁻¹ * (U.uy x y)⁻¹
```

The assumptions `[NeZero L]` and `[NeZero M]` below say that L and M are at least 1. They make the set of sites finite, so that products over all sites are defined; `ZMod 0` is the infinite set of integers.

## (a) The product over all cells

**Task.** Show that every link field satisfies

∏ₓ ∏ᵧ P(x, y) = 1

**Solution.** All phases commute, so the product splits into four:

∏ ux(x, y) · ∏ uy(x + 1, y) · ∏ ux(x, y + 1)⁻¹ · ∏ uy(x, y)⁻¹

As x runs once around the ring, so does x + 1. The second product therefore equals ∏ uy(x, y) and cancels the fourth. In the same way, shifting y shows that the third cancels the first. Each link has been used once forwards and once backwards.

```lean
/-- The product of all plaquette phases on the torus is 1. -/
theorem prod_plaquette {L M : ℕ} [NeZero L] [NeZero M] (U : LinkField L M) :
    ∏ x, ∏ y, plaquette U x y = 1 := by
  -- translating by one site only relabels the links
  have h1 : ∏ x, ∏ y, U.uy (x + 1) y = ∏ x, ∏ y, U.uy x y :=
    Equiv.prod_comp (Equiv.addRight (1 : ZMod L)) (fun x => ∏ y, U.uy x y)
  have h2 : ∏ x, ∏ y, U.ux x (y + 1) = ∏ x, ∏ y, U.ux x y :=
    Finset.prod_congr rfl fun x _ =>
      Equiv.prod_comp (Equiv.addRight (1 : ZMod M)) (fun y => U.ux x y)
  simp only [plaquette, Finset.prod_mul_distrib, Finset.prod_inv_distrib]
  rw [h1, h2, mul_inv_cancel_comm, mul_inv_cancel]
```

The two shifts are `h1` and `h2`, where `Equiv.prod_comp` relabels a product by a bijection. The `simp only` line splits the product into four, and the last line cancels them.

## (b) Counting around a ring

**Task.** For phases g(x) on a ring of L sites, show that

g(0) · g(1) ··· g(L − 1) = ∏ₓ g(x)

where the right side runs over Z/L.

**Solution.** Each residue class modulo L has exactly one representative among 0, …, L − 1, so both sides contain the same factors.

```lean
/-- The product of phases over a ring of `L` sites can be taken by counting the sites
from `0` to `L - 1`. -/
theorem prod_range_eq_prod_ring {L : ℕ} [NeZero L] (g : ZMod L → Circle) :
    ∏ k ∈ Finset.range L, g (k : ZMod L) = ∏ x, g x := by
  refine Finset.prod_nbij' (fun k : ℕ => (k : ZMod L)) (fun x : ZMod L => x.val) ?_ ?_ ?_ ?_ ?_
  · intro k _
    exact Finset.mem_univ _
  · intro x _
    exact Finset.mem_range.2 (ZMod.val_lt x)
  · intro k hk
    exact ZMod.val_cast_of_lt (Finset.mem_range.1 hk)
  · intro x _
    exact ZMod.natCast_zmod_val x
  · intro k _
    rfl
```

The proof gives the two mutually inverse maps: an integer k goes to its class, and a class x goes to its representative `x.val`.

## (c) A site phase from link phases

**Task.** Let g(x) be phases on a ring of L sites with ∏ₓ g(x) = 1. Find site phases h(x) such that, for all x,

h(x + 1) = h(x) · g(x)

**Solution.** Let v(x) be the representative of x in 0, …, L − 1, and take the partial product

h(x) = g(0) · g(1) ··· g(v(x) − 1), with h(0) = 1

If v(x) + 1 < L, moving to x + 1 adds the single factor g(x). If v(x) = L − 1, then x + 1 = 0 and the left side is 1. The right side is the product around the whole ring, which is 1 by assumption.

Without that assumption the claim fails already for L = 1 and g(0) = −1, since it would require h(0) = −h(0).

```lean
/-- On a ring, link phases with total product 1 are the ratios of a site phase `h` at
neighbouring sites. -/
theorem exists_ring_potential {L : ℕ} [NeZero L] (g : ZMod L → Circle) (hg : ∏ x, g x = 1) :
    ∃ h : ZMod L → Circle, ∀ x, h (x + 1) = h x * g x := by
  have key : ∀ x : ZMod L, (x + 1).val = (x.val + 1) % L := by
    intro x
    have hx : x + 1 = ((x.val + 1 : ℕ) : ZMod L) := by
      rw [Nat.cast_add, ZMod.natCast_zmod_val, Nat.cast_one]
    rw [hx, ZMod.val_natCast]
  -- the site phase is the partial product of link phases starting from site 0
  refine ⟨fun x => ∏ k ∈ Finset.range x.val, g (k : ZMod L), fun x => ?_⟩
  have hs : ∏ k ∈ Finset.range (x.val + 1), g (k : ZMod L)
      = (∏ k ∈ Finset.range x.val, g (k : ZMod L)) * g x := by
    rw [Finset.prod_range_succ, ZMod.natCast_zmod_val]
  show ∏ k ∈ Finset.range (x + 1).val, g (k : ZMod L)
      = (∏ k ∈ Finset.range x.val, g (k : ZMod L)) * g x
  rw [← hs, key]
  rcases Nat.lt_or_ge (x.val + 1) L with h | h
  · rw [Nat.mod_eq_of_lt h]
  · -- closing the ring uses that the total product is 1
    have hL : x.val + 1 = L := by
      have := ZMod.val_lt x
      omega
    rw [hL, Nat.mod_self, Finset.prod_range_zero, prod_range_eq_prod_ring, hg]
```

Here `key` computes the representative of x + 1, `hs` splits off the last factor, and `rcases` separates the two cases. Part (b) enters when the ring closes.

## (d) Which flux patterns occur

**Task.** Let F(x, y) be a prescribed pattern of phases. Show that some link field has P(x, y) = F(x, y) in every cell if and only if

∏ₓ ∏ᵧ F(x, y) = 1

**Solution.** Necessity is part (a). For the converse, define the row flux phase

R(y) = ∏ₓ F(x, y)

The R(y) multiply to 1, so part (c) on the ring of M sites gives phases c(y) with c(y + 1) = c(y) · R(y). Choose

ux(0, y) = c(y)⁻¹, and ux(x, y) = 1 for x ≠ 0

The two x-links of a cell then contribute c(y)⁻¹ · c(y + 1) = R(y) at x = 0, and 1 elsewhere. The y-links must supply the rest:

uy(x + 1, y) = uy(x, y) · G(x, y)

where G(0, y) = F(0, y) · R(y)⁻¹, and G(x, y) = F(x, y) for x ≠ 0. In each row the product of G is R(y) · R(y)⁻¹ = 1, so part (c), now on the ring of L sites, gives uy. Substituting into P returns F in every cell.

```lean
/-- A prescribed pattern `F` of plaquette phases on the torus is produced by some link field
if and only if its total product is 1. -/
theorem exists_links_iff {L M : ℕ} [NeZero L] [NeZero M] (F : ZMod L → ZMod M → Circle) :
    (∃ U : LinkField L M, ∀ x y, plaquette U x y = F x y) ↔ ∏ x, ∏ y, F x y = 1 := by
  constructor
  · rintro ⟨U, hU⟩
    have h := prod_plaquette U
    simpa only [hU] using h
  · intro hF
    have hR : ∏ y, ∏ x, F x y = 1 := by
      rw [Finset.prod_comm]
      exact hF
    -- phases `c y` whose ratios are the row fluxes
    obtain ⟨c, hc⟩ : ∃ c : ZMod M → Circle, ∀ y, c (y + 1) = c y * ∏ x, F x y :=
      exists_ring_potential (fun y => ∏ x, F x y) hR
    -- with the row flux removed at `x = 0`, each row can be solved by itself
    have hrow : ∀ y, ∃ h : ZMod L → Circle, ∀ x,
        h (x + 1) = h x * (F x y * if x = 0 then (∏ x', F x' y)⁻¹ else 1) := by
      intro y
      have hp : ∏ x, (F x y * if x = 0 then (∏ x', F x' y)⁻¹ else 1) = 1 := by
        rw [Finset.prod_mul_distrib, Finset.prod_ite_eq', if_pos (Finset.mem_univ _),
          mul_inv_cancel]
      exact exists_ring_potential
        (fun x => F x y * if x = 0 then (∏ x', F x' y)⁻¹ else 1) hp
    choose h hh using hrow
    have hcomm : ∀ a r f k : Circle, a⁻¹ * (k * (f * r⁻¹)) * (a * r) * k⁻¹ = f := by
      intro a r f k
      calc a⁻¹ * (k * (f * r⁻¹)) * (a * r) * k⁻¹
          = (a⁻¹ * a) * (r⁻¹ * r) * (k * k⁻¹) * f := by ac_rfl
        _ = f := by simp
    refine ⟨⟨fun x y => if x = 0 then (c y)⁻¹ else 1, fun x y => h y x⟩, fun x y => ?_⟩
    simp only [plaquette, hh, hc]
    by_cases hx : x = 0
    · simp only [if_pos hx, inv_inv]
      exact hcomm _ _ _ _
    · simp only [if_neg hx, one_mul, mul_one, inv_one]
      rw [mul_inv_cancel_comm]
```

The lemma `hrow` solves each row, and `choose` collects the solutions into one function, with `h y x` serving as uy(x, y). The final case distinction checks the column x = 0, using the cancellation `hcomm`, and then the other columns. The theorem concerns existence only: multiplying every ux(0, y) by one common phase, for instance, leaves all plaquettes unchanged.

## (e) When a phase is trivial

**Task.** For real θ, show that exp(iθ) = 1 if and only if, for some integer n,

θ = 2πn

**Solution.** Since exp(iθ) = cos θ + i sin θ, the condition is cos θ = 1 and sin θ = 0. This holds exactly at the integer multiples of 2π.

```lean
/-- The phase `exp(iθ)` is 1 exactly when `θ` is an integer multiple of `2π`. -/
theorem phase_eq_one_iff (θ : ℝ) : Circle.exp θ = 1 ↔ ∃ n : ℤ, θ = 2 * π * n := by
  rw [← Circle.coe_inj, Circle.coe_exp, Circle.coe_one, Complex.exp_eq_one_iff]
  refine exists_congr fun n => ⟨fun h => ?_, fun h => ?_⟩
  · have h' := congrArg Complex.im h
    simp at h'
    linarith
  · rw [h]
    push_cast
    ring
```

`Circle.exp θ` denotes exp(iθ). The proof uses Mathlib's criterion for the complex exponential and compares imaginary parts to return to real numbers.

## (f) Uniform flux

**Task.** Show that a link field with P(x, y) = exp(iφ) in every cell exists if and only if, for some integer n,

φLM = 2πn

**Solution.** Apply part (d) to the constant pattern F(x, y) = exp(iφ). There are LM cells, so the total product is

exp(iφ)^(LM) = exp(iφLM)

By part (e) this equals 1 exactly under the stated condition.

On the smallest torus, L = M = 1, the only plaquette is ux · uy · ux⁻¹ · uy⁻¹ = 1, and φ must itself be a multiple of 2π.

```lean
/-- On the `L × M` lattice torus, link phases with the same plaquette phase `exp(iφ)` in every cell
exist if and only if the total flux `φ L M` is an integer multiple of `2π`. -/
theorem dirac_quantization (L M : ℕ) [NeZero L] [NeZero M] (φ : ℝ) :
    (∃ U : LinkField L M, ∀ x y, plaquette U x y = Circle.exp φ) ↔
      ∃ n : ℤ, φ * L * M = 2 * π * n := by
  have hpow : ∀ (θ : ℝ) (n : ℕ), Circle.exp θ ^ n = Circle.exp (θ * n) := by
    intro θ n
    induction n with
    | zero => simp
    | succ n ih =>
      rw [pow_succ, ih, ← Circle.exp_add]
      congr 1
      push_cast
      ring
  -- the total phase of the uniform pattern
  have hp : ∏ _x : ZMod L, ∏ _y : ZMod M, Circle.exp φ = Circle.exp (φ * L * M) := by
    simp only [Finset.prod_const, Finset.card_univ, ZMod.card]
    rw [hpow, hpow]
    congr 1
    ring
  refine (exists_links_iff (fun (_ : ZMod L) (_ : ZMod M) => Circle.exp φ)).trans ?_
  rw [hp, phase_eq_one_iff]
```

The steps `hpow` and `hp` evaluate the total phase, after which parts (d) and (e) finish the proof. This is the lattice-torus form of Dirac's condition: the total flux through a closed surface is a whole number of flux quanta. Magnetic monopoles and the quantization of electric charge do not enter. Replacing φ by φ + 2π changes n by LM but leaves every plaquette phase the same.

## (g) Rational flux

**Task.** Let φ = 2πp/q with p an integer, q a positive integer, and p and q coprime. Show that a link field with this uniform flux exists if and only if

q divides LM

**Solution.** By part (f), existence means 2π(p/q)LM = 2πn for some integer n, that is,

pLM = nq

So q divides pLM, and since q shares no factor with p, it divides LM. Conversely, if LM = qk, then n = pk satisfies the equation.

Coprimality matters. With p = q = 2 and L = M = 1, the plaquette phase is exp(2πi) = 1, which does occur, yet 2 does not divide 1.

```lean
/-- A uniform flux of `p/q` flux quanta per plaquette, in lowest terms, fits on the `L × M` torus
if and only if `q` divides the number of plaquettes `L M`. -/
theorem rational_flux_iff (L M : ℕ) [NeZero L] [NeZero M] (p : ℤ) (q : ℕ) (hq : q ≠ 0)
    (hpq : IsCoprime p (q : ℤ)) :
    (∃ U : LinkField L M, ∀ x y, plaquette U x y = Circle.exp (2 * π * (p / q))) ↔
      q ∣ L * M := by
  have hq' : (q : ℝ) ≠ 0 := Nat.cast_ne_zero.2 hq
  have hpi : (2 * π : ℝ) ≠ 0 := by positivity
  rw [dirac_quantization]
  constructor
  · rintro ⟨n, hn⟩
    have h1 : (p : ℝ) * (L * M) = n * q := by
      apply mul_left_cancel₀ hpi
      calc 2 * π * ((p : ℝ) * (L * M)) = (2 * π * (p / q) * L * M) * q := by field_simp
        _ = 2 * π * (n * q) := by rw [hn]; ring
    have h2 : p * ((L * M : ℕ) : ℤ) = n * q := by
      push_cast
      exact_mod_cast h1
    -- `q` shares no factor with `p`, so it divides the number of cells
    have h3 : (q : ℤ) ∣ ((L * M : ℕ) : ℤ) :=
      hpq.symm.dvd_of_dvd_mul_left ⟨n, by rw [h2, mul_comm]⟩
    exact Int.natCast_dvd_natCast.1 h3
  · rintro ⟨k, hk⟩
    have hk' : (L : ℝ) * M = q * k := by exact_mod_cast hk
    refine ⟨p * k, ?_⟩
    calc 2 * π * ((p : ℝ) / q) * L * M = 2 * π * (p / q) * (L * M) := by ring
      _ = 2 * π * (p / q * q) * k := by rw [hk']; ring
      _ = 2 * π * ((p * k : ℤ) : ℝ) := by
        rw [div_mul_cancel₀ _ hq']
        push_cast
        ring

end

end LatticeTorusFlux
```

In the first direction `h1` clears the denominator over the real numbers, `h2` transfers the equation to the integers, and `h3` uses coprimality. The second direction supplies `p * k` as the integer.

For a square lattice with nearest-neighbour hopping and a uniform flux of p/q flux quanta per cell, this determines which periodic L × M clusters are admissible. One sixth of a flux quantum per cell fits on a 3 × 4 torus, although neither side is a multiple of 6. The result constrains the hopping phases only and says nothing about the spectrum.

```lean
#print axioms LatticeTorusFlux.dirac_quantization
#print axioms LatticeTorusFlux.rational_flux_iff
```

```
'LatticeTorusFlux.dirac_quantization' depends on axioms: [propext, Classical.choice, Quot.sound]
'LatticeTorusFlux.rational_flux_iff' depends on axioms: [propext, Classical.choice, Quot.sound]
```
